# A nonzero fourth-order cubic field splits an L = 4 level into one, two, three and three states

A crystal field can split a ninefold level, and the spacings between the resulting energies carry information on the strength of the field. For an isolated \(L=4\) level in a purely fourth-order cubic field of strength \(b=60B_4\), with \(B_4\) the usual Stevens coefficient, the energies are \(28b\) (once), \(4b\) (twice), \(14b\) and \(-26b\) (three times each), measured from the unsplit level. A fit of the spacings then has a single unknown.

The problem is to find these energies from the angular momentum operators. Take \(\hbar=1\) and the \(x\), \(y\) and \(z\) axes along the fourfold axes of the cube, with \(z\) as the quantisation axis. The basis states are \(|m\rangle\) with \(m=4,3,\dots,-4\).

```lean
import Mathlib

open Matrix Polynomial

namespace CubicSplittingNinefold

noncomputable section
```

## Angular momentum and the cubic field

The raising operator takes \(|m\rangle\) to \(\sqrt{(L-m)(L+m+1)}\,|m+1\rangle\). Lean counts the basis from zero, so index \(j\) stands for \(m=4-j\), and the factor becomes \(\sqrt{j(9-j)}\).

```lean
/-- The matrix element of the raising operator of an `L = 4` level from the state
`m = 4 - j` to the state `m + 1`, namely `√((L - m)(L + m + 1))`, for `j = 0, ..., 8`. -/
def ladder (j : ℕ) : ℝ := √((j : ℝ) * (9 - j))
```

As a matrix, \(L_+\) has this factor in column \(j\), one row above the diagonal.

```lean
/-- The raising operator `L₊` in the basis `m = 4, 3, ..., -4`. -/
def raising : Matrix (Fin 9) (Fin 9) ℝ :=
  Matrix.of fun i j => if (i : ℕ) + 1 = j then ladder j else 0
```

The operator \(L_z\) is diagonal with entries \(4-i\).

```lean
/-- The operator `Lz` in the basis `m = 4, 3, ..., -4`. -/
def Lz : Matrix (Fin 9) (Fin 9) ℝ := Matrix.diagonal fun i => 4 - ((i : ℕ) : ℝ)
```

The field in Stevens form is
\[
H=\tfrac1{60}\left(O_4^0+5\,O_4^4\right),\qquad O_4^4=\tfrac12\left(L_+^4+L_-^4\right).
\]
The general \(O_4^0=35L_z^4-[30L(L+1)-25]L_z^2+3L^2(L+1)^2-6L(L+1)\) becomes \(35L_z^4-575L_z^2+1080\) at \(L(L+1)=20\). Since \(L_+\) is real, \(L_-\) is its transpose. The Hamiltonian is \(bH\), where \(b\) carries the unit of energy; in terms of the usual Stevens coefficient, \(b=60B_4\).

Replacing the potential of a real crystal by \(bH\) within one level is a physical assumption. It neglects mixing with other levels and, for f electrons, the sixth-order cubic term; spin–orbit coupling is also absent if \(L\) is orbital.

```lean
/-- The fourth-order cubic crystal field `(O₄⁰ + 5 O₄⁴) / 60` in Stevens form for `L = 4`, with
`O₄⁰ = 35 Lz⁴ - 575 Lz² + 1080` and `O₄⁴ = (L₊⁴ + L₋⁴) / 2`. -/
def cubicField : Matrix (Fin 9) (Fin 9) ℝ :=
  (1 / 60 : ℝ) • (((35 : ℝ) • Lz ^ 4 - (575 : ℝ) • Lz ^ 2 + (1080 : ℝ) • 1)
    + (5 : ℝ) • ((1 / 2 : ℝ) • (raising ^ 4 + raisingᵀ ^ 4)))
```

Written out, the operator should be the following matrix, whose entries are derived below.

```lean
/-- The explicit real symmetric matrix for `m = 4, 3, ..., -4`. -/
def cubicMatrix : Matrix (Fin 9) (Fin 9) ℝ :=
  !![14, 0, 0, 0, √70, 0, 0, 0, 0;
     0, -21, 0, 0, 0, 5 * √7, 0, 0, 0;
     0, 0, -11, 0, 0, 0, 15, 0, 0;
     0, 0, 0, 9, 0, 0, 0, 5 * √7, 0;
     √70, 0, 0, 0, 18, 0, 0, 0, √70;
     0, 5 * √7, 0, 0, 0, 9, 0, 0, 0;
     0, 0, 15, 0, 0, 0, -11, 0, 0;
     0, 0, 0, 5 * √7, 0, 0, 0, -21, 0;
     0, 0, 0, 0, √70, 0, 0, 0, 14]
```

## Eigenstates from small blocks

The field changes \(m\) by 0 or \(\pm4\), so the matrix falls into blocks.

- For \(m=2,-2\), the diagonal is \(-11\) and the coupling 15. The sum and difference have energies \(-11\pm15=4,-26\).
- For \(m=3,-1\), the diagonal is \(-21,9\) and the coupling \(5\sqrt7\). Then \(\lambda^2+12\lambda-364=0\), so \(\lambda=14,-26\). The block \(m=-3,1\) is the same.
- For \(m=4,0,-4\), the difference of \(|4\rangle\) and \(|{-4}\rangle\) decouples at 14. Their normalised sum couples to \(|0\rangle\) with strength \(\sqrt{140}\), and \(\lambda^2-32\lambda+112=0\) gives \(28,4\).

The code keeps the eigenvectors unnormalised. The normalised state at 28 is \(\sqrt{5/24}\,(|4\rangle+|{-4}\rangle)+\sqrt{7/12}\,|0\rangle\), and its partner at 4 is \(\sqrt{7/24}\,(|4\rangle+|{-4}\rangle)-\sqrt{5/12}\,|0\rangle\). The two-component states in the \((3,-1)\) and \((1,-3)\) blocks have weights \(1/8\) and \(7/8\); the remaining ones have equal weights.

```lean
/-- Nine real, unnormalised combinations of the states `m = 4, 3, ..., -4`. -/
def state : Fin 9 → Fin 9 → ℝ :=
  ![![5, 0, 0, 0, √70, 0, 0, 0, 5],
    ![7, 0, 0, 0, -√70, 0, 0, 0, 7],
    ![0, 0, 1, 0, 0, 0, 1, 0, 0],
    ![1, 0, 0, 0, 0, 0, 0, 0, -1],
    ![0, 1, 0, 0, 0, √7, 0, 0, 0],
    ![0, 0, 0, √7, 0, 0, 0, 1, 0],
    ![0, √7, 0, 0, 0, -1, 0, 0, 0],
    ![0, 0, 0, -1, 0, 0, 0, √7, 0],
    ![0, 0, 1, 0, 0, 0, -1, 0, 0]]
```

Their energies, in units of \(b\), are listed in the same order.

```lean
/-- The energies listed in the order of the nine combinations `state`. -/
def energy : Fin 9 → ℝ := ![28, 4, 4, 14, 14, 14, -26, -26, -26]
```

The squared norms follow by adding squares, for example \(25+70+25=120\).

```lean
/-- The squared norms listed in the order of the nine combinations `state`. -/
def normSq : Fin 9 → ℝ := ![120, 168, 2, 2, 8, 8, 8, 8, 2]
```

## Four steps up the ladder

An element of \(L_+^4\) is a product of four square roots. Collecting the radicands and taking out a square \(r^2\) leaves \(r\sqrt s\).

```lean
/-- A product of four square roots is `r √s` when the product of the radicands is `r² s`,
for nonnegative `a`, `b`, `c` and `r`. -/
lemma sqrt_four {a b c d r s : ℝ} (ha : 0 ≤ a) (hb : 0 ≤ b) (hc : 0 ≤ c) (hr : 0 ≤ r)
    (h : a * (b * (c * d)) = r ^ 2 * s) : √a * (√b * (√c * √d)) = r * √s := by
  rw [← Real.sqrt_mul hc, ← Real.sqrt_mul hb, ← Real.sqrt_mul ha, h,
    Real.sqrt_mul (sq_nonneg r), Real.sqrt_sq hr]
```

Multiplication by \(L_+\) from the left gives
\[
(L_+A)_{ij}=\sqrt{(i+1)(8-i)}\;A_{i+1,j},
\]
and zero in the last row. In the sum over intermediate states only one term survives, which is what `Finset.sum_eq_single` extracts.

```lean
/-- Row `i` of `L₊ A` is row `i + 1` of `A` multiplied by `ladder (i + 1)`; the last row of `L₊ A`
is zero. -/
lemma raising_mul (A : Matrix (Fin 9) (Fin 9) ℝ) (i j : Fin 9) :
    (raising * A) i j =
      if h : (i : ℕ) + 1 < 9 then ladder (i + 1) * A ⟨i + 1, h⟩ j else 0 := by
  rw [Matrix.mul_apply]
  split_ifs with h
  · rw [Finset.sum_eq_single (⟨i + 1, h⟩ : Fin 9)]
    · simp [raising]
    · intro k _ hk
      have hne : ¬ ((i : ℕ) + 1 = k) := fun e => hk (Fin.ext e.symm)
      simp [raising, hne]
    · intro hk
      exact absurd (Finset.mem_univ _) hk
  · apply Finset.sum_eq_zero
    intro k _
    have hne : ¬ ((i : ℕ) + 1 = k) := by have := k.isLt; omega
    simp [raising, hne]
```

Four such steps, starting from the identity matrix, give
\[
\begin{aligned}
\langle4|L_+^4|0\rangle&=\sqrt{8\cdot14\cdot18\cdot20}=24\sqrt{70},\\
\langle3|L_+^4|{-1}\rangle&=\sqrt{14\cdot18\cdot20\cdot20}=120\sqrt7,\\
\langle2|L_+^4|{-2}\rangle&=\sqrt{18\cdot20\cdot20\cdot18}=360.
\end{aligned}
\]
The elements from \(-3\) to 1 and from \(-4\) to 0 repeat the second and first values. In the proof, `h0` to `h4` are these five products, and `fin_cases` then compares all entries.

```lean
set_option maxHeartbeats 400000 in
/-- The matrix elements of `L₊⁴`: it links `m` to `m + 4` only, with the listed strengths. -/
theorem raising_pow_four : raising ^ 4 = Matrix.of fun i j : Fin 9 =>
    if (i : ℕ) + 4 = j then
      (![24 * √70, 120 * √7, 360, 120 * √7, 24 * √70, 0, 0, 0, 0] : Fin 9 → ℝ) i else 0 := by
  have e1 : ladder 1 = √8 := by norm_num [ladder]
  have e2 : ladder 2 = √14 := by norm_num [ladder]
  have e3 : ladder 3 = √18 := by norm_num [ladder]
  have e4 : ladder 4 = √20 := by norm_num [ladder]
  have e5 : ladder 5 = √20 := by norm_num [ladder]
  have e6 : ladder 6 = √18 := by norm_num [ladder]
  have e7 : ladder 7 = √14 := by norm_num [ladder]
  have e8 : ladder 8 = √8 := by norm_num [ladder]
  -- the five possible climbs of four rungs
  have h0 : ladder 1 * (ladder 2 * (ladder 3 * ladder 4)) = 24 * √70 := by
    rw [e1, e2, e3, e4]; apply sqrt_four <;> norm_num
  have h1 : ladder 2 * (ladder 3 * (ladder 4 * ladder 5)) = 120 * √7 := by
    rw [e2, e3, e4, e5]; apply sqrt_four <;> norm_num
  have h2 : ladder 3 * (ladder 4 * (ladder 5 * ladder 6)) = 360 := by
    rw [e3, e4, e5, e6, ← mul_one (360 : ℝ), ← Real.sqrt_one]
    apply sqrt_four <;> norm_num
  have h3 : ladder 4 * (ladder 5 * (ladder 6 * ladder 7)) = 120 * √7 := by
    rw [e4, e5, e6, e7]; apply sqrt_four <;> norm_num
  have h4 : ladder 5 * (ladder 6 * (ladder 7 * ladder 8)) = 24 * √70 := by
    rw [e5, e6, e7, e8]; apply sqrt_four <;> norm_num
  have hp : raising ^ 4 = raising * (raising * (raising * (raising * 1))) := by
    simp only [pow_succ, pow_zero, one_mul, mul_one, mul_assoc]
  ext i j
  rw [hp]
  simp only [raising_mul]
  fin_cases i <;> fin_cases j <;> simp [h0, h1, h2, h3, h4]
```

In \(H\) these elements are multiplied by \(5/(2\cdot60)=1/24\), which gives \(\sqrt{70}\), \(5\sqrt7\) and 15. On the diagonal, \(O_4^0\) takes the values \(840,-1260,-660,540,1080\) for \(|m|=4,3,2,1,0\). Division by 60 gives \(14,-21,-11,9,18\). The Stevens operator is therefore the explicit matrix, entry by entry.

```lean
set_option maxHeartbeats 400000 in
/-- The Stevens form of the cubic field on an `L = 4` level is the explicit matrix. -/
theorem cubicField_eq : cubicField = cubicMatrix := by
  simp only [cubicField, Lz, Matrix.diagonal_pow, ← Matrix.transpose_pow, raising_pow_four]
  ext i j
  fin_cases i <;> fin_cases j <;>
    simp [cubicMatrix] <;> ring
```

## Checking energies and orthogonality

For amplitudes \(v_0,\dots,v_8\), the matrix acts row by row; its first row gives \(14v_0+\sqrt{70}\,v_4\).

```lean
/-- The action of the explicit matrix on a state with amplitudes `v`. -/
lemma cubicMatrix_mulVec (v : Fin 9 → ℝ) : cubicMatrix *ᵥ v =
    ![14 * v 0 + √70 * v 4, -21 * v 1 + 5 * √7 * v 5, -11 * v 2 + 15 * v 6,
      9 * v 3 + 5 * √7 * v 7, √70 * v 0 + (18 * v 4 + √70 * v 8), 5 * √7 * v 1 + 9 * v 5,
      15 * v 2 + -11 * v 6, 5 * √7 * v 3 + -21 * v 7, √70 * v 4 + 14 * v 8] := by
  ext i
  fin_cases i <;> simp [cubicMatrix, Matrix.mulVec, dotProduct, Fin.sum_univ_succ]
```

For the first state, rows 0 and 4 give
\[
14\cdot5+\sqrt{70}\sqrt{70}=140=28\cdot5,\qquad
5\sqrt{70}+18\sqrt{70}+5\sqrt{70}=28\sqrt{70}.
\]
The theorem states \(Hv_k=E_kv_k\) for all nine states, with \(v_k\) for `state k` and \(E_k\) for `energy k`. The arithmetic needs only \(\sqrt7^2=7\) and \(\sqrt{70}^2=70\), which are supplied to `nlinarith`.

```lean
set_option maxHeartbeats 400000 in
/-- Each of the nine combinations is an eigenvector of the explicit matrix with the listed
energy. -/
theorem state_eigen (k : Fin 9) : cubicMatrix *ᵥ state k = energy k • state k := by
  have h7 : √7 * √7 = (7 : ℝ) := Real.mul_self_sqrt (by norm_num)
  have h70 : √70 * √70 = (70 : ℝ) := Real.mul_self_sqrt (by norm_num)
  rw [cubicMatrix_mulVec]
  ext i
  fin_cases k <;> fin_cases i <;> simp [state, energy] <;> nlinarith [h7, h70]
```

Overlaps are real dot products, because all amplitudes are real.

```lean
/-- The overlap of each of the nine combinations with a state of amplitudes `v`. -/
lemma state_dot (j : Fin 9) (v : Fin 9 → ℝ) : state j ⬝ᵥ v =
    (![5 * v 0 + (√70 * v 4 + 5 * v 8), 7 * v 0 + (-√70 * v 4 + 7 * v 8), v 2 + v 6,
      v 0 + -v 8, v 1 + √7 * v 5, √7 * v 3 + v 7, √7 * v 1 + -v 5, -v 3 + √7 * v 7,
      v 2 + -v 6] : Fin 9 → ℝ) j := by
  fin_cases j <;> simp [state, dotProduct, Fin.sum_univ_succ]
```

States in different blocks have no component in common. Within a block the terms cancel: the first two states give \(35-70+35=0\), and \((1,\sqrt7)\cdot(\sqrt7,-1)=0\). The theorem combines the overlaps and the norms in one formula.

```lean
set_option maxHeartbeats 400000 in
/-- The nine combinations are mutually orthogonal and have the listed squared norms. -/
theorem state_orthogonal (j k : Fin 9) :
    state j ⬝ᵥ state k = if j = k then normSq j else 0 := by
  have h7 : √7 * √7 = (7 : ℝ) := Real.mul_self_sqrt (by norm_num)
  have h70 : √70 * √70 = (70 : ℝ) := Real.mul_self_sqrt (by norm_num)
  rw [state_dot]
  fin_cases j <;> fin_cases k <;> simp [state, normSq] <;> nlinarith [h7, h70]
```

## The characteristic polynomial at any field strength

Let \(S\) have the nine states as rows, let \(N\) be the diagonal matrix of squared norms, and put \(Q=N^{-1}S\). Orthogonality gives \(QS^{T}=1\). The matrices are square, so \(S^{T}Q=1\) as well. With \(D\) the diagonal matrix of energies \(bE_k\), the eigenvalue equations read \(bHS^{T}=S^{T}D\), hence \(bH=S^{T}DQ\). Since \(AB\) and \(BA\) have the same characteristic polynomial for square matrices,
\[
\det(X-bH)=\det(X-D)=\prod_k(X-bE_k).
\]
Grouping equal energies gives
\[
(X-28b)(X-4b)^2(X-14b)^3(X+26b)^3 .
\]
The facts `hQS`, `hSQ` and `hD` are the three matrix identities, and the `calc` block is the chain of determinants. In Lean, `X` is the polynomial variable and `C` marks a constant. The strength `b` is any real number, of either sign.

```lean
/-- Cubic splitting of the ninefold level: for a fourth-order cubic field of any real strength
`b`, the characteristic polynomial has the roots `28b`, `4b`, `14b`, `-26b` entering with the
powers 1, 2, 3, 3. -/
theorem cubicField_charpoly (b : ℝ) : (b • cubicField).charpoly =
    (X - C (28 * b)) * (X - C (4 * b)) ^ 2 * (X - C (14 * b)) ^ 3 * (X + C (26 * b)) ^ 3 := by
  rw [cubicField_eq]
  let S : Matrix (Fin 9) (Fin 9) ℝ := Matrix.of state
  let Q : Matrix (Fin 9) (Fin 9) ℝ := Matrix.diagonal (fun j => (normSq j)⁻¹) * S
  let D : Matrix (Fin 9) (Fin 9) ℝ := Matrix.diagonal fun k => energy k * b
  -- orthogonality makes the nine states a basis
  have hQS : Q * Sᵀ = 1 := by
    ext j k
    have hn : normSq j ≠ 0 := by fin_cases j <;> simp [normSq]
    have hd : (S * Sᵀ) j k = state j ⬝ᵥ state k := rfl
    change (Matrix.diagonal (fun j => (normSq j)⁻¹) * S * Sᵀ) j k = _
    rw [Matrix.mul_assoc, Matrix.diagonal_mul, hd, state_orthogonal, Matrix.one_apply]
    by_cases h : j = k
    · rw [if_pos h, if_pos h, inv_mul_cancel₀ hn]
    · rw [if_neg h, if_neg h, mul_zero]
  have hSQ : Sᵀ * Q = 1 := mul_eq_one_comm.mp hQS
  -- in this basis the field is diagonal
  have hD : (b • cubicMatrix) * Sᵀ = Sᵀ * D := by
    ext i k
    have h1 : (cubicMatrix * Sᵀ) i k = (cubicMatrix *ᵥ state k) i := rfl
    have h2 : Sᵀ i k = state k i := rfl
    rw [Matrix.smul_mul, Matrix.smul_apply, h1, state_eigen, Matrix.mul_diagonal, h2,
      Pi.smul_apply, smul_eq_mul, smul_eq_mul]
    ring
  have hchar : D.charmatrix = Matrix.diagonal fun k => X - C (energy k * b) := by
    ext1 i j
    by_cases h : i = j
    · subst h
      simp [D]
    · simp [D, h]
  calc (b • cubicMatrix).charpoly = (Sᵀ * (D * Q)).charpoly := by
        rw [← Matrix.mul_assoc, ← hD, Matrix.mul_assoc, hSQ, Matrix.mul_one]
    _ = (D * Q * Sᵀ).charpoly := Matrix.charpoly_mul_comm _ _
    _ = D.charpoly := by rw [Matrix.mul_assoc, hQS, Matrix.mul_one]
    _ = ∏ k, (X - C (energy k * b)) := by
        rw [Matrix.charpoly, hchar, Matrix.det_diagonal]
    _ = _ := by
        simp only [Fin.prod_univ_succ, Fin.prod_univ_zero]
        simp [energy]
        ring
```

For \(b=2\) meV the levels lie at 56 meV (one state), 8 meV (two), 28 meV (three) and \(-52\) meV (three). Their weighted sum is \(56+16+84-156=0\), in agreement with the vanishing trace of \(H\): the field leaves the mean energy of the level in place. The lowest three states are separated from the doublet by \(30b=60\) meV. For negative \(b\) the order is reversed and the single state is lowest.

At \(b=0\) the polynomial becomes \(X^9\), the unsplit ninefold level. For every other \(b\) the four energies are distinct. Group theory labels them \(A_1\), \(E\), \(T_1\) and \(T_2\), in the order \(28b,4b,14b,-26b\); this assignment is quoted here as background.

Setting \(b=1\) gives the polynomial of the explicit matrix itself.

```lean
/-- The characteristic polynomial of the explicit nine-by-nine matrix. -/
theorem cubicMatrix_charpoly : cubicMatrix.charpoly =
    (X - C 28) * (X - C 4) ^ 2 * (X - C 14) ^ 3 * (X + C 26) ^ 3 := by
  have h := cubicField_charpoly 1
  rw [one_smul, cubicField_eq] at h
  simpa only [mul_one] using h

end

end CubicSplittingNinefold
```

```lean
#print axioms CubicSplittingNinefold.cubicField_charpoly
#print axioms CubicSplittingNinefold.cubicMatrix_charpoly
```

```
'CubicSplittingNinefold.cubicField_charpoly' depends on axioms: [propext, Classical.choice, Quot.sound]
'CubicSplittingNinefold.cubicMatrix_charpoly' depends on axioms: [propext, Classical.choice, Quot.sound]
```
